# Error bounds for the effective pair approximation with a convex embedding function of bounded curvature

The $N$ atoms carry labels from a finite type `ι`. They are of one species, sit at positions $R_i$ in three-dimensional space, and have distances $r_{ij}$. There are no periodic images.

```lean
import Mathlib

open Finset

namespace EffectivePairApproximation

noncomputable section

variable {ι : Type*} [Fintype ι]
```

The embedding function is $F$, and $F'$ is its slope. The tangent at a reference density $r_0$ is
$$T_{r_0}(x)=F(r_0)+F'(r_0)(x-r_0).$$
In Lean, `F'` is a separate function; the hypotheses `HasDerivAt` below make it the derivative.

```lean
/-- The embedding function replaced by its tangent at the reference density `r₀`;
`F'` is the slope function of `F`. -/
def tangentEmbedding (F F' : ℝ → ℝ) (r₀ x : ℝ) : ℝ := F r₀ + F' r₀ * (x - r₀)
```

Each atom has the host density $\rho_i=\sum_{j\ne i}f(r_{ij})$, where $f$ is the density contributed by a neighbour.

```lean
/-- The host density at atom `i`: the sum of the contributions `f` of all other atoms. -/
def hostDensity [DecidableEq ι] (f : ℝ → ℝ) (R : ι → EuclideanSpace ℝ (Fin 3)) (i : ι) : ℝ :=
  ∑ j ∈ univ.erase i, f (dist (R i) (R j))
```

A pair potential $\varphi$ has energy $P[\varphi]=\tfrac12\sum_i\sum_{j\neq i}\varphi(r_{ij})$.

```lean
/-- The energy of a pair potential `φ`, each pair of distinct atoms being counted once. -/
def pairEnergy [DecidableEq ι] (φ : ℝ → ℝ) (R : ι → EuclideanSpace ℝ (Fin 3)) : ℝ :=
  1 / 2 * ∑ i, ∑ j ∈ univ.erase i, φ (dist (R i) (R j))
```

The embedded-atom energy is $E=\sum_iF(\rho_i)+P[\varphi]$.

```lean
/-- The embedded-atom energy: embedding energy plus pair energy. -/
def eamEnergy [DecidableEq ι] (F φ f : ℝ → ℝ) (R : ι → EuclideanSpace ℝ (Fin 3)) : ℝ :=
  ∑ i, F (hostDensity f R i) + pairEnergy φ R
```

The effective pair energy is
$$E_{\rm eff}=N\,(F(r_0)-F'(r_0)r_0)+P[\varphi+2F'(r_0)f].$$

```lean
/-- The effective pair energy: a constant per atom plus the energy of the pair potential
`φ + 2 F'(r₀) f`. -/
def effectivePairEnergy [DecidableEq ι] (F F' φ f : ℝ → ℝ) (r₀ : ℝ)
    (R : ι → EuclideanSpace ℝ (Fin 3)) : ℝ :=
  Fintype.card ι * (F r₀ - F' r₀ * r₀) + pairEnergy (fun r => φ r + 2 * F' r₀ * f r) R
```

Throughout, $s$ is a convex set of densities on which the derivatives exist. Taking $s=\mathbb R$ covers functions that are twice differentiable everywhere. For $F=-A\sqrt\rho$ with $A>0$, the curvature is bounded only on ranges that stay away from zero density.

## (a) Tangents of a convex function

Let $g''\ge0$ on $s$, and let $r,x\in s$. Show that
$$g(r)+g'(r)(x-r)\le g(x).$$

**Solution.** The slope $g'$ is nondecreasing. If $r<x$, the mean value theorem gives $c\in(r,x)$ with
$$g(x)-g(r)=g'(c)(x-r)\ge g'(r)(x-r).$$
If $x<r$, it gives $c\in(x,r)$ with $g(r)-g(x)=g'(c)(r-x)\le g'(r)(r-x)$, which rearranges to the claim. At $x=r$ both sides agree.

The proof turns on `exists_hasDerivAt_eq_slope`, Mathlib's mean value theorem for a derivative supplied as a function. It asks for continuity on the closed interval and `HasDerivAt` inside, but not for a continuous derivative. It returns $g'(c)$ as a quotient, which `eq_div_iff` clears. Convexity of $s$ keeps the whole interval, and hence $c$, inside $s$.

```lean
/-- A function with nonnegative second derivative on a convex range lies above each of its
tangents there. -/
theorem tangent_le {s : Set ℝ} (hs : Convex ℝ s) {g g' g'' : ℝ → ℝ}
    (h1 : ∀ x ∈ s, HasDerivAt g (g' x) x) (h2 : ∀ x ∈ s, HasDerivAt g' (g'' x) x)
    (h3 : ∀ x ∈ s, 0 ≤ g'' x) {r x : ℝ} (hr : r ∈ s) (hx : x ∈ s) :
    g r + g' r * (x - r) ≤ g x := by
  -- the slope is monotone
  have hm : MonotoneOn g' s := monotoneOn_of_deriv_nonneg hs
    (fun y hy => (h2 y hy).continuousAt.continuousWithinAt)
    (fun y hy => (h2 y (interior_subset hy)).differentiableAt.differentiableWithinAt)
    (fun y hy => by
      rw [(h2 y (interior_subset hy)).deriv]
      exact h3 y (interior_subset hy))
  -- compare the slope at `r` with the mean slope between `r` and `x`
  rcases lt_trichotomy r x with h | h | h
  · have hsub : ∀ y ∈ Set.Icc r x, y ∈ s := fun y hy => hs.ordConnected.out hr hx hy
    obtain ⟨c, hc, he⟩ := exists_hasDerivAt_eq_slope g g' h
      (fun y hy => (h1 y (hsub y hy)).continuousAt.continuousWithinAt)
      (fun y hy => h1 y (hsub y ⟨hy.1.le, hy.2.le⟩))
    rw [eq_div_iff (sub_pos.mpr h).ne'] at he
    have hle := hm hr (hsub c ⟨hc.1.le, hc.2.le⟩) hc.1.le
    have := mul_le_mul_of_nonneg_right hle (sub_pos.mpr h).le
    linarith
  · subst h
    simp
  · have hsub : ∀ y ∈ Set.Icc x r, y ∈ s := fun y hy => hs.ordConnected.out hx hr hy
    obtain ⟨c, hc, he⟩ := exists_hasDerivAt_eq_slope g g' h
      (fun y hy => (h1 y (hsub y hy)).continuousAt.continuousWithinAt)
      (fun y hy => h1 y (hsub y ⟨hy.1.le, hy.2.le⟩))
    rw [eq_div_iff (sub_pos.mpr h).ne'] at he
    have hle := hm (hsub c ⟨hc.1.le, hc.2.le⟩) hr hc.2.le
    have := mul_le_mul_of_nonneg_right hle (sub_pos.mpr h).le
    linarith
```

## (b) One atom

Let $m\le F''\le M$ on $s$. Show that
$$\tfrac m2(x-r)^2\le F(x)-T_r(x)\le\tfrac M2(x-r)^2.$$

**Solution.** Apply (a) to $g(y)=F(y)-\frac m2(y-r)^2$, for which $g''=F''-m\ge0$. The parabola and its slope vanish at $r$, so
$$T_r(x)\le F(x)-\tfrac m2(x-r)^2.$$
For $g(y)=\frac M2(y-r)^2-F(y)$, likewise $g''=M-F''\ge0$ and
$$-T_r(x)\le\tfrac M2(x-r)^2-F(x).$$

These are `lo` and `hi`; `q` and `l` differentiate the parabola and its slope.

```lean
/-- For one atom, if the curvature of `F` lies between `m` and `M`, the linearisation lowers the
embedding energy by between `m/2` and `M/2` times the squared density deviation. -/
theorem atom_lowering_bounds {s : Set ℝ} (hs : Convex ℝ s) {F F' F'' : ℝ → ℝ} {m M : ℝ}
    (h1 : ∀ x ∈ s, HasDerivAt F (F' x) x) (h2 : ∀ x ∈ s, HasDerivAt F' (F'' x) x)
    (h3 : ∀ x ∈ s, m ≤ F'' x ∧ F'' x ≤ M) {r x : ℝ} (hr : r ∈ s) (hx : x ∈ s) :
    m / 2 * (x - r) ^ 2 ≤ F x - tangentEmbedding F F' r x ∧
      F x - tangentEmbedding F F' r x ≤ M / 2 * (x - r) ^ 2 := by
  have l : ∀ k y : ℝ, HasDerivAt (fun z => k * (z - r)) k y := fun k y =>
    (((hasDerivAt_id' y).sub_const r).const_mul k).congr_deriv (by ring)
  have q : ∀ k y : ℝ, HasDerivAt (fun z => k / 2 * ((z - r) * (z - r))) (k * (y - r)) y :=
    fun k y => ((((hasDerivAt_id' y).sub_const r).fun_mul
      ((hasDerivAt_id' y).sub_const r)).const_mul (k / 2)).congr_deriv (by ring)
  -- subtracting the parabola of curvature `m` leaves a convex function
  have lo := tangent_le hs (g := fun y => F y - m / 2 * ((y - r) * (y - r)))
    (g' := fun y => F' y - m * (y - r)) (g'' := fun y => F'' y - m)
    (fun y hy => (h1 y hy).fun_sub (q m y)) (fun y hy => (h2 y hy).fun_sub (l m y))
    (fun y hy => sub_nonneg.mpr (h3 y hy).1) hr hx
  -- and so does subtracting `F` from the parabola of curvature `M`
  have hi := tangent_le hs (g := fun y => M / 2 * ((y - r) * (y - r)) - F y)
    (g' := fun y => M * (y - r) - F' y) (g'' := fun y => M - F'' y)
    (fun y hy => (q M y).fun_sub (h1 y hy)) (fun y hy => (l M y).fun_sub (h2 y hy))
    (fun y hy => sub_nonneg.mpr (h3 y hy).2) hr hx
  simp only [sub_self, mul_zero, sub_zero] at lo hi
  unfold tangentEmbedding
  constructor <;> linarith
```

## (c) All atoms

Under the same curvature bounds, with $r_0$ and every $\rho_i$ in $s$, show that
$$\tfrac m2\sum_i(\rho_i-r_0)^2\le\sum_iF(\rho_i)-\sum_iT_{r_0}(\rho_i)\le\tfrac M2\sum_i(\rho_i-r_0)^2.$$

**Solution.** Put $r=r_0$, $x=\rho_i$ in (b) and add over $i$; `Finset.sum_le_sum` does the addition.

```lean
/-- If the curvature of `F` lies between `m` and `M`, linearising at every atom lowers the total
embedding energy by between `m/2` and `M/2` times the sum of squared density deviations. -/
theorem embedding_lowering_bounds {s : Set ℝ} (hs : Convex ℝ s) {F F' F'' : ℝ → ℝ} {m M : ℝ}
    (h1 : ∀ x ∈ s, HasDerivAt F (F' x) x) (h2 : ∀ x ∈ s, HasDerivAt F' (F'' x) x)
    (h3 : ∀ x ∈ s, m ≤ F'' x ∧ F'' x ≤ M) {r₀ : ℝ} (hr : r₀ ∈ s)
    {ρ : ι → ℝ} (hρ : ∀ i, ρ i ∈ s) :
    m / 2 * ∑ i, (ρ i - r₀) ^ 2 ≤ ∑ i, F (ρ i) - ∑ i, tangentEmbedding F F' r₀ (ρ i) ∧
      ∑ i, F (ρ i) - ∑ i, tangentEmbedding F F' r₀ (ρ i) ≤ M / 2 * ∑ i, (ρ i - r₀) ^ 2 := by
  rw [← Finset.sum_sub_distrib, Finset.mul_sum, Finset.mul_sum]
  exact ⟨Finset.sum_le_sum fun i _ => (atom_lowering_bounds hs h1 h2 h3 hr (hρ i)).1,
    Finset.sum_le_sum fun i _ => (atom_lowering_bounds hs h1 h2 h3 hr (hρ i)).2⟩
```

## (d) From tangent to pair potential

Show that
$$\sum_iT_{r_0}(\rho_i)+P[\varphi]=E_{\rm eff}.$$

**Solution.** Summing the tangent gives
$$\sum_iT_{r_0}(\rho_i)=N(F(r_0)-F'(r_0)r_0)+F'(r_0)\sum_i\rho_i.$$
Since $\sum_i\rho_i=\sum_i\sum_{j\ne i}f(r_{ij})=2P[f]$, the last term is $P[2F'(r_0)f]$. It combines with $P[\varphi]$ by linearity. The Lean steps are `ht` for the tangent sum and `hp` for the pair energy.

```lean
/-- With the embedding function linearised at every atom, the embedded-atom energy is exactly
the effective pair energy. -/
theorem linearized_eq_effectivePair [DecidableEq ι] (F F' φ f : ℝ → ℝ) (r₀ : ℝ)
    (R : ι → EuclideanSpace ℝ (Fin 3)) :
    ∑ i, tangentEmbedding F F' r₀ (hostDensity f R i) + pairEnergy φ R
      = effectivePairEnergy F F' φ f r₀ R := by
  have hp : pairEnergy (fun r => φ r + 2 * F' r₀ * f r) R
      = pairEnergy φ R + F' r₀ * ∑ i, hostDensity f R i := by
    simp only [pairEnergy, hostDensity, Finset.sum_add_distrib, ← Finset.mul_sum]
    ring
  have ht : ∑ i, tangentEmbedding F F' r₀ (hostDensity f R i)
      = Fintype.card ι * (F r₀ - F' r₀ * r₀) + F' r₀ * ∑ i, hostDensity f R i := by
    simp only [tangentEmbedding, Finset.sum_add_distrib, ← Finset.mul_sum,
      Finset.sum_sub_distrib, Finset.sum_const, Finset.card_univ, nsmul_eq_mul]
    ring
  rw [effectivePairEnergy, hp, ht]
  ring
```

## (e) Error of the effective pair energy

Let $0\le F''\le M$ on $s$, with $r_0$ and all $\rho_i$ in $s$. Show that
$$0\le E-E_{\rm eff}\le\tfrac M2\sum_i(\rho_i-r_0)^2.$$

**Solution.** By (d), $P[\varphi]$ cancels in the difference, leaving the middle expression of (c). Set $m=0$.

Without $F''\ge0$ the lower bound can fail. Take $F(x)=-x^2$, $r_0=0$ and two atoms with $f(r_{12})=1$. Both densities are 1 and the tangent is zero, so $E-E_{\rm eff}=-2$.

For a finite one-species cluster, the result bounds the energy error of replacing an embedded-atom model by the pair potential $\varphi+2F'(r_0)f$ together with the constant $F(r_0)-F'(r_0)r_0$ per atom; it does not bound the error in the forces.

```lean
/-- For an embedding function with curvature between `0` and `M`, the effective pair energy lies
below the embedded-atom energy by at most `M/2` times the sum of squared density deviations. -/
theorem effectivePair_error_bounds [DecidableEq ι] {s : Set ℝ} (hs : Convex ℝ s)
    {F F' F'' : ℝ → ℝ} {M : ℝ}
    (h1 : ∀ x ∈ s, HasDerivAt F (F' x) x) (h2 : ∀ x ∈ s, HasDerivAt F' (F'' x) x)
    (h3 : ∀ x ∈ s, 0 ≤ F'' x ∧ F'' x ≤ M) {r₀ : ℝ} (hr : r₀ ∈ s) (φ f : ℝ → ℝ)
    (R : ι → EuclideanSpace ℝ (Fin 3)) (hρ : ∀ i, hostDensity f R i ∈ s) :
    0 ≤ eamEnergy F φ f R - effectivePairEnergy F F' φ f r₀ R ∧
      eamEnergy F φ f R - effectivePairEnergy F F' φ f r₀ R
        ≤ M / 2 * ∑ i, (hostDensity f R i - r₀) ^ 2 := by
  have h := embedding_lowering_bounds hs h1 h2 h3 hr hρ
  rw [zero_div, zero_mul] at h
  rw [← linearized_eq_effectivePair, eamEnergy, add_sub_add_right_eq_sub]
  exact h
```

## (f) Constant curvature

Let $F''=M$ on $s$, with $r_0$ and all $\rho_i$ in $s$. Show that
$$\sum_iF(\rho_i)-\sum_iT_{r_0}(\rho_i)=\tfrac M2\sum_i(\rho_i-r_0)^2.$$

**Solution.** With $m=M$, the two bounds in (c) coincide.

```lean
/-- If the curvature of `F` is constant and equal to `M`, the lowering of the embedding energy
equals `M/2` times the sum of squared density deviations. -/
theorem lowering_eq_of_constant_curvature {s : Set ℝ} (hs : Convex ℝ s) {F F' : ℝ → ℝ} {M : ℝ}
    (h1 : ∀ x ∈ s, HasDerivAt F (F' x) x) (h2 : ∀ x ∈ s, HasDerivAt F' M x)
    {r₀ : ℝ} (hr : r₀ ∈ s) {ρ : ι → ℝ} (hρ : ∀ i, ρ i ∈ s) :
    ∑ i, F (ρ i) - ∑ i, tangentEmbedding F F' r₀ (ρ i) = M / 2 * ∑ i, (ρ i - r₀) ^ 2 := by
  have h := embedding_lowering_bounds (F'' := fun _ => M) (m := M) (M := M) hs h1 h2
    (fun _ _ => ⟨le_refl M, le_refl M⟩) hr hρ
  exact le_antisymm h.2 h.1
```

## (g) The best reference density

Let $N\ge1$ and $c=\frac1N\sum_i\rho_i$. Show that for every $r_0\ne c$
$$\sum_i(\rho_i-c)^2<\sum_i(\rho_i-r_0)^2.$$

**Solution.** Write $\rho_i-r_0=(\rho_i-c)+(c-r_0)$ and expand. The cross term $2(c-r_0)\sum_i(\rho_i-c)$ vanishes, so
$$\sum_i(\rho_i-r_0)^2=\sum_i(\rho_i-c)^2+N(c-r_0)^2,$$
and the last term is positive. This identity is `key`.

For fixed $M>0$, the mean thus minimises the upper bound in (e). Under the hypotheses of (e) it also minimises the error itself among all $r_0\in s$, though this is not formalised here: $c\in s$ by convexity, and the tangents sum to $N\,T_{r_0}(c)$, which by (a) is at most $N\,F(c)$, with equality at $r_0=c$. The mean generally changes with the configuration, and the pair potential $\varphi+2F'(c)f$ can then change with it.

```lean
/-- The sum of squared density deviations is strictly smaller for the mean host density than for
any other reference density. -/
theorem mean_density_optimal [Nonempty ι] (ρ : ι → ℝ) {r₀ : ℝ}
    (hne : r₀ ≠ (∑ i, ρ i) / Fintype.card ι) :
    ∑ i, (ρ i - (∑ j, ρ j) / Fintype.card ι) ^ 2 < ∑ i, (ρ i - r₀) ^ 2 := by
  have hN : (0 : ℝ) < Fintype.card ι := by exact_mod_cast Fintype.card_pos
  obtain ⟨c, hc⟩ : ∃ c : ℝ, c = (∑ i, ρ i) / Fintype.card ι := ⟨_, rfl⟩
  rw [← hc] at hne ⊢
  have h : ∑ i, ρ i = c * Fintype.card ι := ((eq_div_iff hN.ne').mp hc).symm
  -- the cross term vanishes at the mean
  have key : ∑ i, (ρ i - r₀) ^ 2 = ∑ i, (ρ i - c) ^ 2 + Fintype.card ι * (c - r₀) ^ 2 := by
    have e : ∀ i, (ρ i - r₀) ^ 2
        = (ρ i - c) ^ 2 + (2 * (c - r₀) * (ρ i - c) + (c - r₀) ^ 2) := fun i => by ring
    rw [Finset.sum_congr rfl (fun i _ => e i), Finset.sum_add_distrib, Finset.sum_add_distrib,
      ← Finset.mul_sum, Finset.sum_sub_distrib, h]
    simp only [Finset.sum_const, Finset.card_univ, nsmul_eq_mul]
    ring
  have hpos : 0 < (c - r₀) ^ 2 := pow_pos_of_ne hne
  rw [key]
  linarith [mul_pos hN hpos]
where
  pow_pos_of_ne {a b : ℝ} (h : a ≠ b) : 0 < (b - a) ^ 2 :=
    lt_of_le_of_ne (sq_nonneg _) (Ne.symm (pow_ne_zero 2 (sub_ne_zero.mpr h.symm)))

end

end EffectivePairApproximation
```

```lean
#print axioms EffectivePairApproximation.effectivePair_error_bounds
#print axioms EffectivePairApproximation.lowering_eq_of_constant_curvature
#print axioms EffectivePairApproximation.mean_density_optimal
```

```
'EffectivePairApproximation.effectivePair_error_bounds' depends on axioms: [propext, Classical.choice, Quot.sound]
'EffectivePairApproximation.lowering_eq_of_constant_curvature' depends on axioms: [propext, Classical.choice, Quot.sound]
'EffectivePairApproximation.mean_density_optimal' depends on axioms: [propext, Classical.choice, Quot.sound]
```
